# A nonzero intrinsic Kane–Mele spin-orbit term is largest in magnitude exactly at the two valleys

## Momenta, hops and valleys

Let $a_1$ and $a_2$ be primitive vectors of the honeycomb lattice at an angle of $60^\circ$, and write a crystal momentum through its two dimensionless components $k_j = k\cdot a_j$. Both components are real numbers in radians, and momenta that differ by multiples of $2\pi$ in either component are physically the same. In Lean they are simply two real arguments, `k1` and `k2`, with no Brillouin zone imposed.

```lean
import Mathlib

open scoped Real

namespace KaneMeleValleys

noncomputable section
```

The momentum dependence of the intrinsic spin-orbit term is

$$g(k_1,k_2) = \sin k_1 - \sin k_2 + \sin(k_2-k_1).$$

```lean
/-- The momentum dependence of the intrinsic spin-orbit term on the honeycomb lattice. -/
def soForm (k1 k2 : ℝ) : ℝ := Real.sin k1 - Real.sin k2 + Real.sin (k2 - k1)
```

Nearest-neighbour hopping connects the two sublattices. With phases counted by unit cell, its three bonds add up to the structure factor

$$f(k_1,k_2) = 1 + e^{ik_1} + e^{ik_2}.$$

The hopping energy is left out of $f$, so $|f|$ measures the kinetic term in units of that energy.

```lean
/-- The nearest-neighbour structure factor of the honeycomb lattice. -/
def structureFactor (k1 k2 : ℝ) : ℂ :=
  1 + Complex.exp (k1 * Complex.I) + Complex.exp (k2 * Complex.I)
```

Second-neighbour hops stay on one sublattice. In the Kane–Mele model their amplitudes are imaginary, with a sign set by whether the path through the intermediate site turns left or right. Opposite displacements therefore carry opposite signs, and a pair with Bloch phases $\mp\theta$ contributes

$$b(\theta) = i\left(e^{-i\theta} - e^{i\theta}\right).$$

```lean
/-- Two opposite second-neighbour hops with Bloch phases `-θ` and `θ` and imaginary
amplitudes of opposite sign. -/
def bondPair (θ : ℝ) : ℂ :=
  Complex.I * (Complex.exp (-(θ : ℂ) * Complex.I) - Complex.exp ((θ : ℂ) * Complex.I))
```

The six second neighbours form three such pairs. The displacements $a_1$, $-a_2$ and $a_2-a_1$ close a triangle and share one sense of circulation, which gives the angles $k_1$, $-k_2$ and $k_2-k_1$. The real coupling $\lambda$, called `lam` in the code, is the strength of the spin-conserving second-neighbour hopping produced by spin-orbit interaction. For one spin and one sublattice the amplitude is

$$A_\lambda(k_1,k_2) = \lambda\,[\,b(k_1) + b(-k_2) + b(k_2-k_1)\,].$$

Changing either the spin or the sublattice reverses its sign, which amounts to replacing $\lambda$ by $-\lambda$. Because it is opposite on the two sublattices, it enters the two-band Bloch Hamiltonian of each spin as a mass term, the name used below.

```lean
/-- The Kane-Mele spin-orbit amplitude for one spin and one sublattice: the sum over the six
second neighbours, with coupling `lam`. -/
def soAmplitude (lam k1 k2 : ℝ) : ℂ :=
  lam * (bondPair k1 + bondPair (-k2) + bondPair (k2 - k1))
```

One valley is the point $(2\pi/3,-2\pi/3)$, and the other is its negative. The predicate `AtValley k1 k2` says that the momentum equals the first of these up to an integer number of full turns in each component, with independent integers $m$ and $n$. The second valley is expressed as `AtValley (-k1) (-k2)`.

```lean
/-- The momentum `(k1, k2)` is the valley `(2π/3, -2π/3)` modulo `2π` in each component. -/
def AtValley (k1 k2 : ℝ) : Prop :=
  ∃ m n : ℤ, k1 = 2 * π / 3 + m * (2 * π) ∧ k2 = -(2 * π / 3) + n * (2 * π)
```

## Six hops add up to a real sine form

Since $e^{-i\theta}-e^{i\theta} = -2i\sin\theta$, each pair gives $b(\theta) = 2\sin\theta$. Adding the three pairs, with $\sin(-k_2) = -\sin k_2$, yields

$$A_\lambda = 2\lambda\,g(k_1,k_2).$$

In the theorem the right-hand side is a real number regarded as a complex one, so the statement also says that the amplitude is real. The local fact `h` is the formula for one pair, obtained from the exponential definition of the complex sine, and it is applied three times.

```lean
/-- The sum over the six second-neighbour hops is real and equals `2 lam` times the
spin-orbit form. -/
theorem soAmplitude_eq (lam k1 k2 : ℝ) :
    soAmplitude lam k1 k2 = ((2 * lam * soForm k1 k2 : ℝ) : ℂ) := by
  -- each pair of opposite hops contributes a sine
  have h : ∀ θ : ℝ, bondPair θ = ((2 * Real.sin θ : ℝ) : ℂ) := by
    intro θ
    unfold bondPair
    push_cast
    rw [Complex.sin]
    ring
  unfold soAmplitude soForm
  rw [h, h, h, Real.sin_neg]
  push_cast
  ring
```

Reversing the momentum changes the sign of every sine, so $g(-k_1,-k_2) = -g(k_1,k_2)$. This relates the two valleys.

```lean
/-- The spin-orbit form is odd under reversal of the momentum. -/
theorem soForm_neg (k1 k2 : ℝ) : soForm (-k1) (-k2) = -soForm k1 k2 := by
  unfold soForm
  have h : -k2 - -k1 = -(k2 - k1) := by ring
  rw [h, Real.sin_neg, Real.sin_neg, Real.sin_neg]
  ring
```

## The spin-orbit mass competes with the kinetic term

Separating $f$ into real and imaginary parts gives

$$|f|^2 = (1+\cos k_1+\cos k_2)^2 + (\sin k_1+\sin k_2)^2.$$

```lean
/-- The squared modulus of the structure factor in terms of cosines and sines. -/
theorem norm_sq_structureFactor (k1 k2 : ℝ) :
    ‖structureFactor k1 k2‖ ^ 2 =
      (1 + Real.cos k1 + Real.cos k2) ^ 2 + (Real.sin k1 + Real.sin k2) ^ 2 := by
  have hre : (structureFactor k1 k2).re = 1 + Real.cos k1 + Real.cos k2 := by
    simp [structureFactor, Complex.exp_ofReal_mul_I_re]
  have him : (structureFactor k1 k2).im = Real.sin k1 + Real.sin k2 := by
    simp [structureFactor, Complex.exp_ofReal_mul_I_im]
  rw [← Complex.normSq_eq_norm_sq, Complex.normSq_apply, hre, him]
  ring
```

Expanding the squares, with $c = \cos k_1+\cos k_2+\cos(k_2-k_1)$, gives $|f|^2 = 3+2c$. Now let $\omega = e^{2\pi i/3}$ and weight the three terms of $f$ by cube roots of unity:

$$u = 1 + \omega e^{ik_1} + \bar\omega e^{ik_2}.$$

Its squared modulus is

$$|u|^2 = 3 + 2\cos\!\left(k_1+\tfrac{2\pi}{3}\right) + 2\cos\!\left(k_2-\tfrac{2\pi}{3}\right) + 2\cos\!\left(k_2-k_1+\tfrac{2\pi}{3}\right).$$

The addition formula $2\cos(x\pm\tfrac{2\pi}{3}) = -\cos x \mp \sqrt3\sin x$ turns this into $|u|^2 = 3 - c - \sqrt3\,g$. Therefore

$$9 - |f|^2 - 2\sqrt3\,g = 6 - 2c - 2\sqrt3\,g = 2|u|^2 \ge 0.$$

This bounds $g$ from above. At the reversed momentum $g$ changes sign while $|f|$ stays the same, so the same inequality also bounds $-g$. Together they give

$$2\sqrt3\,|g| + |f|^2 \le 9.$$

As $|g|$ approaches $3\sqrt3/2$, this inequality forces $|f|$ towards zero.

In the proof, `hid` is the identity above, with the real and imaginary parts of $u$ written out as the two squares. The `linear_combination` step verifies it from $\sin^2+\cos^2=1$ at each angle and $(\sqrt3)^2=3$. The inequality `key` is then used at $(k_1,k_2)$ and at $(-k_1,-k_2)$, and a case split on the sign of $g$ selects the one that is needed.

```lean
/-- At every momentum the spin-orbit form and the nearest-neighbour structure factor `f`
obey `2√3 |g| + |f|² ≤ 9`. -/
theorem mass_kinetic_tradeoff (k1 k2 : ℝ) :
    2 * √3 * |soForm k1 k2| + ‖structureFactor k1 k2‖ ^ 2 ≤ 9 := by
  have hr : √3 ^ 2 = (3 : ℝ) := Real.sq_sqrt (by norm_num)
  -- the deficit is twice a sum of two squares, so it is non-negative
  have key : ∀ p q : ℝ, 2 * √3 * soForm p q + ‖structureFactor p q‖ ^ 2 ≤ 9 := by
    intro p q
    have h1 := Real.sin_sq_add_cos_sq p
    have h2 := Real.sin_sq_add_cos_sq q
    have hid : 9 - ‖structureFactor p q‖ ^ 2 - 2 * √3 * soForm p q =
        2 * ((1 - (Real.cos p + Real.cos q) / 2 - √3 / 2 * (Real.sin p - Real.sin q)) ^ 2
          + (-(Real.sin p + Real.sin q) / 2 + √3 / 2 * (Real.cos p - Real.cos q)) ^ 2) := by
      rw [norm_sq_structureFactor, soForm, Real.sin_sub]
      linear_combination (-3) * h1 + (-3) * h2
        - ((Real.cos p - Real.cos q) ^ 2 + (Real.sin p - Real.sin q) ^ 2) / 2 * hr
    have hpos : 0 ≤ 9 - ‖structureFactor p q‖ ^ 2 - 2 * √3 * soForm p q := by
      rw [hid]
      positivity
    linarith
  have ha := key k1 k2
  have hb := key (-k1) (-k2)
  -- momentum reversal flips the mass and keeps the modulus of the structure factor
  have hf : ‖structureFactor (-k1) (-k2)‖ ^ 2 = ‖structureFactor k1 k2‖ ^ 2 := by
    rw [norm_sq_structureFactor, norm_sq_structureFactor]
    simp only [Real.cos_neg, Real.sin_neg]
    ring
  rw [soForm_neg, hf] at hb
  rcases abs_cases (soForm k1 k2) with ⟨h, _⟩ | ⟨h, _⟩
  · rw [h]
    exact ha
  · rw [h]
    exact hb
```

## Saturation fixes both angles

Suppose $g = 3\sqrt3/2$. Then $2\sqrt3\,g = 9$, and the trade-off leaves $|f|^2\le 0$. Hence $f=0$, that is,

$$\cos k_2 = -1-\cos k_1, \qquad \sin k_2 = -\sin k_1.$$

Inserting these into $\sin^2 k_2+\cos^2 k_2=1$ gives $2+2\cos k_1 = 1$, so $\cos k_1 = \cos k_2 = -\tfrac12$. With these values

$$g = \sin k_1-\sin k_2+\sin k_2\cos k_1-\cos k_2\sin k_1 = 3\sin k_1,$$

and the assumed value of $g$ gives $\sin k_1 = \sqrt3/2$ and $\sin k_2=-\sqrt3/2$. It follows that

$$\cos\!\left(k_1-\tfrac{2\pi}{3}\right) = \tfrac14+\tfrac34 = 1, \qquad \cos\!\left(k_2+\tfrac{2\pi}{3}\right) = \tfrac14+\tfrac34 = 1.$$

A cosine equals one only at integer multiples of $2\pi$, so the momentum is at the valley. Conversely, at the valley each of the three terms of $g$ equals $\sqrt3/2$, and the sum is $3\sqrt3/2$.

The Lean proof follows this order. The facts `hc` and `hs` state that the real and imaginary parts of $f$ vanish, `hc1` and `hs1` give the cosine and sine of $k_1$, and `a1` and `a2` are the two shifted cosines. The integers in `AtValley` come from `Real.cos_eq_one_iff`. In the converse direction, periodicity removes the full turns before the values are inserted.

```lean
/-- The spin-orbit form takes the value `3√3/2` exactly at the valley `(2π/3, -2π/3)`
modulo `2π`. -/
theorem soForm_eq_max_iff (k1 k2 : ℝ) :
    soForm k1 k2 = 3 * √3 / 2 ↔ AtValley k1 k2 := by
  have hr : √3 ^ 2 = (3 : ℝ) := Real.sq_sqrt (by norm_num)
  have e : 2 * π / 3 = π - π / 3 := by ring
  have hC : Real.cos (2 * π / 3) = -1 / 2 := by
    rw [e, Real.cos_pi_sub, Real.cos_pi_div_three]
    norm_num
  have hS : Real.sin (2 * π / 3) = √3 / 2 := by
    rw [e, Real.sin_pi_sub, Real.sin_pi_div_three]
  constructor
  · intro h
    -- a saturated mass forces the structure factor to vanish
    have t := mass_kinetic_tradeoff k1 k2
    rw [h, abs_of_nonneg (by positivity), norm_sq_structureFactor] at t
    have hc : 1 + Real.cos k1 + Real.cos k2 = 0 := by
      apply (pow_eq_zero_iff two_ne_zero).mp
      nlinarith [sq_nonneg (1 + Real.cos k1 + Real.cos k2),
        sq_nonneg (Real.sin k1 + Real.sin k2)]
    have hs : Real.sin k1 + Real.sin k2 = 0 := by
      apply (pow_eq_zero_iff two_ne_zero).mp
      nlinarith [sq_nonneg (1 + Real.cos k1 + Real.cos k2),
        sq_nonneg (Real.sin k1 + Real.sin k2)]
    have h1 := Real.sin_sq_add_cos_sq k1
    have h2 := Real.sin_sq_add_cos_sq k2
    have hs2 : Real.sin k2 = -Real.sin k1 := by linarith
    have hc2' : Real.cos k2 = -1 - Real.cos k1 := by linarith
    rw [hs2, hc2'] at h2
    have hc1 : Real.cos k1 = -1 / 2 := by nlinarith
    have hc2 : Real.cos k2 = -1 / 2 := by linarith
    rw [soForm, Real.sin_sub, hs2, hc2, hc1] at h
    have hs1 : Real.sin k1 = √3 / 2 := by linarith
    -- cosines and sines together fix the angles modulo a full turn
    have a1 : Real.cos (k1 - 2 * π / 3) = 1 := by
      rw [Real.cos_sub, hC, hS, hc1, hs1]
      nlinarith
    have a2 : Real.cos (k2 + 2 * π / 3) = 1 := by
      rw [Real.cos_add, hC, hS, hc2, hs2, hs1]
      nlinarith
    obtain ⟨m, hm⟩ := (Real.cos_eq_one_iff _).mp a1
    obtain ⟨n, hn⟩ := (Real.cos_eq_one_iff _).mp a2
    exact ⟨m, n, by linarith, by linarith⟩
  · rintro ⟨m, n, rfl, rfl⟩
    rw [soForm, Real.sin_sub]
    simp only [Real.sin_add_int_mul_two_pi, Real.cos_add_int_mul_two_pi,
      Real.sin_neg, Real.cos_neg, hC, hS]
    ring
```

## The bound and both of its equality points

Dropping the non-negative $|f|^2$ from the trade-off leaves

$$|g| \le \frac{9}{2\sqrt3} = \frac{3\sqrt3}{2}.$$

Equality means $g = 3\sqrt3/2$ or $g=-3\sqrt3/2$. The first happens exactly at the valley $(2\pi/3,-2\pi/3)$. By oddness, the second says that $g(-k_1,-k_2)=3\sqrt3/2$, which happens exactly when the negative of the momentum is at that valley. The maximum and the minimum of $g$ therefore lie at opposite valleys.

Lean proves the bound by contradiction, multiplying the supposed excess of $|g|$ by the positive number $\sqrt3$. The equality statement is a chain of rewrites through the preceding theorem and `soForm_neg`.

```lean
/-- The spin-orbit form is bounded by `3√3/2` in absolute value, with equality exactly when
the momentum or its negative is the valley `(2π/3, -2π/3)` modulo `2π`. -/
theorem abs_soForm_le_and_eq_iff (k1 k2 : ℝ) :
    |soForm k1 k2| ≤ 3 * √3 / 2 ∧
      (|soForm k1 k2| = 3 * √3 / 2 ↔ AtValley k1 k2 ∨ AtValley (-k1) (-k2)) := by
  have hr : √3 ^ 2 = (3 : ℝ) := Real.sq_sqrt (by norm_num)
  have hp : (0 : ℝ) < √3 := Real.sqrt_pos.mpr (by norm_num)
  constructor
  · by_contra hlt
    have hlt' := not_le.mp hlt
    nlinarith [mul_pos hp (sub_pos.mpr hlt'), mass_kinetic_tradeoff k1 k2,
      sq_nonneg ‖structureFactor k1 k2‖]
  · rw [abs_eq (by positivity), ← soForm_eq_max_iff k1 k2,
      ← soForm_eq_max_iff (-k1) (-k2), soForm_neg, neg_eq_iff_eq_neg]
```

## The amplitude with its coupling

From $A_\lambda = 2\lambda g$ we have $|A_\lambda| = 2|\lambda|\,|g|$, and hence

$$|A_\lambda| \le 3\sqrt3\,|\lambda|.$$

For $\lambda\neq0$ the positive factor $2|\lambda|$ can be cancelled, so equality holds exactly at the two valleys. The hypothesis `hlam` supplies this condition: without spin-orbit coupling the amplitude vanishes at every momentum and singles out none. The proof rewrites the norm in `hn` and the bound in `hb`, then multiplies or cancels the common factor.

The theorem concerns this one matrix element of a non-interacting lattice model. It contains no Rashba coupling or staggered sublattice potential, and it makes no statement about the $\mathbb{Z}_2$ invariant or edge states. In the Kane–Mele model without those two additional terms, the kinetic term vanishes at the valleys and the bands there are separated by $6\sqrt3\,|\lambda|$; for strong coupling the smallest gap may lie elsewhere in the zone.

```lean
/-- For nonzero coupling, the Kane-Mele spin-orbit amplitude has modulus at most
`3√3 |lam|`, and reaches it exactly at the two valleys. -/
theorem kaneMele_extremal_iff_valley (lam k1 k2 : ℝ) (hlam : lam ≠ 0) :
    ‖soAmplitude lam k1 k2‖ ≤ 3 * √3 * |lam| ∧
      (‖soAmplitude lam k1 k2‖ = 3 * √3 * |lam| ↔
        AtValley k1 k2 ∨ AtValley (-k1) (-k2)) := by
  obtain ⟨hle, hiff⟩ := abs_soForm_le_and_eq_iff k1 k2
  have hl : 0 < |lam| := abs_pos.mpr hlam
  have hn : ‖soAmplitude lam k1 k2‖ = 2 * |lam| * |soForm k1 k2| := by
    rw [soAmplitude_eq, Complex.norm_real, Real.norm_eq_abs, abs_mul, abs_mul,
      abs_of_pos (by norm_num : (0 : ℝ) < 2)]
  have hb : 3 * √3 * |lam| = 2 * |lam| * (3 * √3 / 2) := by ring
  have h2 : 0 < 2 * |lam| := by positivity
  rw [hn, hb, ← hiff]
  exact ⟨mul_le_mul_of_nonneg_left hle h2.le,
    fun h => mul_left_cancel₀ h2.ne' h, fun h => by rw [h]⟩

end

end KaneMeleValleys
```

```lean
#print axioms KaneMeleValleys.kaneMele_extremal_iff_valley
```

```
'KaneMeleValleys.kaneMele_extremal_iff_valley' depends on axioms: [propext, Classical.choice, Quot.sound]
```
